# Rigid motions that cost no work are zero modes of the Hessian at stationary points

A molecule in free space has been brought to a stationary geometry, and its matrix of second derivatives, weighted by the atomic masses, is diagonalised to find the vibrations. Some eigenvalues should vanish, because turning or shifting the whole molecule does not change its energy. If the optimisation stopped early, the translations still have zero curvature but the rotations in general do not. What does the Hessian do to a rotation direction at an arbitrary geometry?

Collect all nuclear coordinates in one vector $x$ of a space $E$, and let $V(x)$ be the potential energy. For $N$ atoms $E$ is $\mathbb R^{3N}$ with its Euclidean inner product $\langle\cdot,\cdot\rangle$. The argument uses only the inner product and completeness, so the code takes $E$ to be any real Hilbert space, of finite dimension or not. The Hessian $H$ below is the unweighted one. If $M$ is the diagonal matrix of atomic masses, the weighted matrix is $M^{-1/2}HM^{-1/2}$, and it sends $M^{1/2}u$ to zero exactly when $Hu=0$.

```lean
import Mathlib

open scoped InnerProductSpace

namespace HessianZeroModes

noncomputable section

variable {E : Type*} [NormedAddCommGroup E] [InnerProductSpace ℝ E] [CompleteSpace E]
```

## Hessian, generator and work

The gradient $\nabla V(x)$ is the vector that represents the first derivative $DV(x)$. In the same way, the Hessian $H(x)$ applied to a displacement $u$ is the vector that represents the second derivative with one slot filled:

$$\langle H(x)u, v\rangle = D^2V(x)(u,v)\quad\text{for all } v .$$

In coordinates this is $(H(x)u)_j=\sum_i u_i\,\partial_i\partial_j V(x)$, the usual matrix acting on $u$. In Lean, `InnerProductSpace.toDual` identifies vectors with linear functionals, and its inverse turns the functional back into a vector.

```lean
/-- The Hessian of the potential `V` at `x` applied to the displacement `u`: the vector that
represents the second derivative `D²V(x)(u, ·)`. -/
def hessian (V : E → ℝ) (x u : E) : E :=
  (InnerProductSpace.toDual ℝ E).symm (fderiv ℝ (fderiv ℝ V) x u)
```

An infinitesimal rotation moves each atom at $r$ with velocity $\omega\times r$, where $\omega$ is a fixed angular velocity. On the full coordinate vector this is a linear map $A$ that satisfies $\langle Au,v\rangle=-\langle u,Av\rangle$. For a matrix on $\mathbb R^n$ this says $A^{\mathsf T}=-A$. The code admits every continuous linear map with this property, whether or not it comes from a rotation of three-dimensional space.

```lean
/-- The operator `A` is skew-symmetric: `⟨A u, v⟩ = -⟨u, A v⟩`. -/
def IsSkew (A : E →L[ℝ] E) : Prop :=
  ∀ u v : E, ⟪A u, v⟫_ℝ = -⟪u, A v⟫_ℝ
```

Adding a constant vector $b$ gives the velocity field $Ax+b$ of a general infinitesimal rigid motion; a uniform translation of a molecule has the same three components in $b$ for every atom. The force is $-\nabla V$, so the power it delivers along this field is $-\langle\nabla V(x),Ax+b\rangle$. The physical assumption is that this power is zero at every configuration, as it is when no external field acts on the molecule.

```lean
/-- The forces of `V` do no work along the velocity field `A x + b`. -/
def DoesNoWork (V : E → ℝ) (A : E →L[ℝ] E) (b : E) : Prop :=
  ∀ x : E, ⟪gradient V x, A x + b⟫_ℝ = 0
```

## Two facts about derivatives

By the definition of the gradient, $\langle\nabla V(x),v\rangle=DV(x)v$.

```lean
/-- The inner product of the gradient of `V` at `x` with `v` is the Fréchet derivative of `V` at `x`
applied to `v`. -/
theorem inner_gradient (V : E → ℝ) (x v : E) :
    ⟪gradient V x, v⟫_ℝ = fderiv ℝ V x v :=
  InnerProductSpace.toDual_symm_apply
```

If $V$ is twice continuously differentiable, the order of differentiation does not matter, and therefore

$$\langle H(x)u,v\rangle=D^2V(x)(u,v)=D^2V(x)(v,u)=\langle H(x)v,u\rangle=\langle u,H(x)v\rangle .$$

The proof takes the middle equality from Mathlib's theorem on symmetric second derivatives, as `hs`, and unfolds the definition of the Hessian on both sides.

```lean
/-- The Hessian of a twice continuously differentiable potential is symmetric. -/
theorem hessian_symmetric {V : E → ℝ} (hV : ContDiff ℝ 2 V) (x u v : E) :
    ⟪hessian V x u, v⟫_ℝ = ⟪u, hessian V x v⟫_ℝ := by
  have hs : IsSymmSndFDerivAt ℝ V x :=
    hV.contDiffAt.isSymmSndFDerivAt (by simp)
  rw [real_inner_comm (hessian V x v) u]
  unfold hessian
  rw [InnerProductSpace.toDual_symm_apply, InnerProductSpace.toDual_symm_apply]
  exact hs.eq u v
```

## The Hessian turns the gradient

Let $V$ be twice continuously differentiable, and write the no-work condition as $DV(y)(Ay+b)=0$ for all $y$. The left side is a function of $y$ that vanishes identically, so its derivative at $x$ along any $v$ vanishes too. The product rule gives

$$DV(x)(Av)+D^2V(x)(v,Ax+b)=0,$$

which is the same as $\langle H(x)v,Ax+b\rangle=-\langle\nabla V(x),Av\rangle$. Symmetry of the Hessian and skewness of $A$ now give

$$\langle H(x)(Ax+b),v\rangle=\langle Ax+b,H(x)v\rangle=-\langle\nabla V(x),Av\rangle=\langle A\nabla V(x),v\rangle .$$

Since $v$ is arbitrary,

$$H(x)(Ax+b)=A\,\nabla V(x).$$

To first order, then, moving the configuration along the rigid motion turns the gradient by the same generator. With $b=0$ this is the statement for pure rotations.

In the Lean proof `h1` is the product rule, `h0` the vanishing of the work rate, and `h2` the comparison of the two derivatives. Evaluating `h2` at $v$ gives the first displayed equation, `h3`. The step `ext_inner_right` reduces equality of vectors to equality of their inner products with every $v$, and the last two lines are the chain that uses symmetry and skewness.

```lean
/-- If the forces do no work along the infinitesimal rigid motion `A x + b`, the Hessian maps
this direction to `A ∇V(x)`, at every configuration `x`. -/
theorem hessian_rigid_motion {V : E → ℝ} (hV : ContDiff ℝ 2 V) {A : E →L[ℝ] E}
    (hA : IsSkew A) {b : E} (hw : DoesNoWork V A b) (x : E) :
    hessian V x (A x + b) = A (gradient V x) := by
  have hd : Differentiable ℝ (fderiv ℝ V) :=
    (hV.fderiv_right (m := 1) (le_of_eq one_add_one_eq_two)).differentiable (by norm_num)
  -- the work rate vanishes identically, hence so does its derivative
  have h1 := (hd x).hasFDerivAt.clm_apply (A.hasFDerivAt.add_const b (x := x))
  have h0 : (fun y => fderiv ℝ V y (A y + b)) = fun _ => (0 : ℝ) := by
    funext y
    rw [← inner_gradient]
    exact hw y
  have h2 := h1.unique (h0 ▸ hasFDerivAt_const (0 : ℝ) x)
  refine ext_inner_right ℝ fun v => ?_
  have h3 : fderiv ℝ V x (A v) + fderiv ℝ (fderiv ℝ V) x v (A x + b) = 0 :=
    DFunLike.congr_fun h2 v
  have h4 : ⟪hessian V x v, A x + b⟫_ℝ = fderiv ℝ (fderiv ℝ V) x v (A x + b) :=
    InnerProductSpace.toDual_symm_apply
  -- symmetry of the Hessian and skewness of the generator
  rw [hessian_symmetric hV, real_inner_comm, h4, hA, inner_gradient]
  linarith
```

At a stationary point $\nabla V(x)=0$, and a linear map sends zero to zero, so $H(x)(Ax+b)=0$.

The theorem does not require $Ax+b\neq0$. For a linear molecule turned about its own axis, with the axis through the origin, $Ax=0$ and the equation carries no information. How many independent zero modes the rigid motions supply depends on how many independent vectors $Ax+b$ there are at the given geometry. The Hessian may have further zero modes that do not come from rigid motions.

Skewness matters for the form of the general identity more than for this consequence. Without it, the same calculation by hand ends in $-A^{\mathsf T}\nabla V(x)$, which also vanishes at a stationary point.

```lean
/-- If the forces do no work along the infinitesimal rigid motion `A x + b`, the Hessian at a
stationary point `x` sends the direction `A x + b` to zero. -/
theorem zero_mode_of_stationary {V : E → ℝ} (hV : ContDiff ℝ 2 V) {A : E →L[ℝ] E}
    (hA : IsSkew A) {b : E} (hw : DoesNoWork V A b) {x : E} (hx : gradient V x = 0) :
    hessian V x (A x + b) = 0 := by
  rw [hessian_rigid_motion hV hA hw, hx, map_zero]
```

For a pure translation set $A=0$. The no-work condition then says that the force has no component along $b$ at any configuration. The right side of the identity is then zero at every $x$, and $H(x)b=0$ whether or not the geometry is stationary. This is the difference between translations and rotations noted at the start.

```lean
/-- If the force has no component along a fixed translation `b`, then `b` is a zero mode of the
Hessian at every configuration, stationary or not. -/
theorem translation_zero_mode {V : E → ℝ} (hV : ContDiff ℝ 2 V) {b : E}
    (hb : ∀ x, ⟪gradient V x, b⟫_ℝ = 0) (x : E) : hessian V x b = 0 := by
  have hA : IsSkew (0 : E →L[ℝ] E) := fun u v => by simp
  have hw : DoesNoWork V 0 b := fun y => by simpa using hb y
  simpa using hessian_rigid_motion hV hA hw x
```

For a frequency calculation on a rotationally invariant potential that is $C^2$ on the whole coordinate space, the identity ties the spurious curvature along a rotation directly to the residual gradient. That smoothness is an idealisation: a molecular energy surface is singular where nuclei coincide and may have kinks where electronic states cross, and the hypothesis as stated excludes such surfaces. The calculation by hand, however, uses the smoothness and the no-work condition only near $x$, so the identity also holds at a geometry away from these singularities.

## Invariance under finite rotations

One usually knows that the energy is unchanged by finite rotations, not that a certain power vanishes. For $b=0$ the two conditions are equivalent. Fix $x$ and follow the energy along its orbit, $\varphi(t)=V(e^{tA}x)$, where $e^{tA}$ is the operator exponential. The chain rule gives

$$\varphi'(t)=\langle\nabla V(e^{tA}x),\,A\,e^{tA}x\rangle .$$

If $V$ is invariant, $\varphi$ is constant, and $\varphi'(0)=0$ is the no-work condition at $x$. Conversely, if no work is done at any configuration, the formula gives $\varphi'(t)=0$ for all $t$, hence $\varphi(t)=\varphi(0)=V(x)$.

The chain rule is the lemma `key`, and the two bullets of the proof are the two directions. Only differentiability of $V$ is needed here, and $A$ may be any continuous linear map; for skew $A$ the maps $e^{tA}$ are rotations.

```lean
/-- A differentiable potential is invariant under all finite motions `exp (t A)` exactly when its
forces do no work along the velocity field `A x`. -/
theorem invariant_iff_doesNoWork {V : E → ℝ} (hV : Differentiable ℝ V) (A : E →L[ℝ] E) :
    (∀ (t : ℝ) (x : E), V (NormedSpace.exp (t • A) x) = V x) ↔ DoesNoWork V A 0 := by
  -- rate of change of the energy along the orbit of `x`
  have key : ∀ (x : E) (t : ℝ), HasDerivAt (fun s : ℝ => V (NormedSpace.exp (s • A) x))
      ⟪gradient V (NormedSpace.exp (t • A) x), A (NormedSpace.exp (t • A) x)⟫_ℝ t := by
    intro x t
    have h1 : HasDerivAt (fun s : ℝ => NormedSpace.exp (s • A))
        (A * NormedSpace.exp (t • A)) t := hasDerivAt_exp_smul_const' A t
    have h2 : HasDerivAt (fun s : ℝ => NormedSpace.exp (s • A) x)
        (A (NormedSpace.exp (t • A) x)) t :=
      (ContinuousLinearMap.apply ℝ E x).hasFDerivAt.comp_hasDerivAt t h1
    rw [inner_gradient]
    exact (hV _).hasFDerivAt.comp_hasDerivAt t h2
  constructor
  · intro h x
    have h1 := key x 0
    simp only [h] at h1
    have h2 := h1.unique (hasDerivAt_const (0 : ℝ) (V x))
    simpa [NormedSpace.exp_zero] using h2
  · intro h t x
    have h1 := is_const_of_deriv_eq_zero (fun s => (key x s).differentiableAt)
      (fun s => by
        rw [(key x s).deriv]
        simpa using h (NormedSpace.exp (s • A) x)) t 0
    simpa [NormedSpace.exp_zero] using h1
```

## A bond that is stretched or compressed

A small model shows what happens away from stationary points. Let $x$ be the bond vector of a diatomic molecule, measured in units of its equilibrium length, and take the energy

$$U(x)=(\|x\|^2-1)^2$$

in arbitrary units. The number 1 stands for the equilibrium bond length.

```lean
/-- The potential `(‖x‖² - 1)²`. -/
def hat (x : E) : ℝ := (‖x‖ ^ 2 - 1) ^ 2
```

Since the gradient of $\|x\|^2$ is $2x$, the chain rule gives

$$\nabla U(x)=2(\|x\|^2-1)\cdot 2x=4(\|x\|^2-1)\,x .$$

```lean
/-- The gradient of the potential `(‖x‖² - 1)²` is `4 (‖x‖² - 1) x`. -/
theorem gradient_hat (x : E) : gradient hat x = (4 * (‖x‖ ^ 2 - 1)) • x := by
  have h := ((hasStrictFDerivAt_norm_sq x).hasFDerivAt.sub_const 1).pow 2
  have h' : HasFDerivAt (hat : E → ℝ) _ x := h
  refine ext_inner_right ℝ fun v => ?_
  rw [inner_gradient, h'.fderiv, real_inner_smul_left]
  simp
  ring
```

The force is along the bond, and a rotation moves the bond vector at right angles to itself: skewness gives $\langle Ax,x\rangle=-\langle x,Ax\rangle$, so $\langle x,Ax\rangle=0$. Hence $\langle\nabla U(x),Ax\rangle=0$ for every skew $A$. As a polynomial in $\|x\|^2$, $U$ is also twice continuously differentiable.

```lean
/-- The potential `(‖x‖² - 1)²` is twice continuously differentiable, and its forces do no work
along any infinitesimal rotation. -/
theorem hat_doesNoWork {A : E →L[ℝ] E} (hA : IsSkew A) :
    ContDiff ℝ 2 (hat : E → ℝ) ∧ DoesNoWork hat A 0 := by
  refine ⟨((contDiff_norm_sq ℝ).sub contDiff_const).pow 2, fun x => ?_⟩
  have h1 := hA x x
  rw [real_inner_comm] at h1
  have h2 : ⟪x, A x⟫_ℝ = 0 := by linarith
  rw [add_zero, gradient_hat, real_inner_smul_left, h2, mul_zero]
```

The main identity with $b=0$ now reads

$$H(x)Ax=A\,\nabla U(x)=4(\|x\|^2-1)\,Ax .$$

If $Ax\neq0$, it is an eigenvector, and the curvature along the unit vector $Ax/\|Ax\|$ is $4(\|x\|^2-1)$. This vanishes exactly when $\|x\|=1$. It is positive for a stretched bond and negative for a compressed one.

The sign has a simple geometric origin. The Hessian probes a straight step $x+\varepsilon Ax$, with $\varepsilon$ a small number, and not the arc of a true rotation. The straight step lengthens the bond slightly, $\|x+\varepsilon Ax\|^2=\|x\|^2+\varepsilon^2\|Ax\|^2$, which raises the energy of a stretched bond and lowers that of a compressed one.

In Lean the assumption `hx` allows the factor $Ax$ to be cancelled, and `nlinarith` uses $\|x\|\ge0$ to pass from $\|x\|^2=1$ to $\|x\|=1$.

```lean
/-- For the potential `(‖x‖² - 1)²`, a nonvanishing rotation direction `A x` is a zero mode of
the Hessian exactly when `x` lies on the unit sphere. -/
theorem hat_zero_mode_iff {A : E →L[ℝ] E} (hA : IsSkew A) {x : E} (hx : A x ≠ 0) :
    hessian hat x (A x) = 0 ↔ ‖x‖ = 1 := by
  obtain ⟨hV, hw⟩ := hat_doesNoWork hA
  have h := hessian_rigid_motion hV hA hw x
  rw [add_zero, gradient_hat, map_smul] at h
  rw [h, smul_eq_zero_iff_left hx]
  constructor
  · intro h1
    nlinarith [norm_nonneg x]
  · intro h1
    rw [h1]
    norm_num
```

## The plane as the smallest case with a rotation

On a line, skewness of multiplication by a number $a$ means $a=-a$, so $a=0$ and there is no rotation to speak of. The first nonzero generator appears in the plane. Identify the plane with $\mathbb C$, with inner product $\langle z,w\rangle=\operatorname{Re}(\bar z w)$, and let $A$ be multiplication by $i$, the quarter turn.

```lean
/-- The generator of rotations of the plane `ℂ`: multiplication by `i`. -/
def quarterTurn : ℂ →L[ℝ] ℂ := ContinuousLinearMap.mul ℝ ℂ Complex.I
```

At $x=1$ the bond has its equilibrium length, so $\nabla U(1)=0$. The rotation direction is $A1=i$, which is a unit vector and not zero. Skewness follows from $\operatorname{Re}(\overline{iu}\,v)=-\operatorname{Re}(\bar u\,iv)$. Every hypothesis of the zero-mode theorem is therefore met in a case where its conclusion concerns a genuine direction.

The same model supplies a counter-example when stationarity is given up. At $x=2$ the gradient is $4\cdot3\cdot2=24$, and the rotation direction is $2i$. The identity gives $H(2)(2i)=24i$, a curvature of 12 along the unit vector $i$. The energy is exactly as invariant under rotation as before, yet the rotation direction is not a zero mode.

```lean
/-- In the plane, the quarter turn and the potential `(‖x‖² - 1)²` meet all hypotheses of the
zero-mode theorem at the stationary point `1`, where the rotation direction is nonzero. -/
theorem zero_mode_witness :
    IsSkew quarterTurn ∧ ContDiff ℝ 2 (hat : ℂ → ℝ) ∧ DoesNoWork hat quarterTurn 0 ∧
      gradient hat (1 : ℂ) = 0 ∧ quarterTurn 1 ≠ 0 := by
  have hA : IsSkew quarterTurn := by
    intro u v
    simp [quarterTurn, Complex.inner]
    ring
  refine ⟨hA, (hat_doesNoWork hA).1, (hat_doesNoWork hA).2, ?_, ?_⟩
  · rw [gradient_hat]
    simp
  · simp [quarterTurn]

end

end HessianZeroModes
```

```lean
#print axioms HessianZeroModes.zero_mode_of_stationary
#print axioms HessianZeroModes.translation_zero_mode
#print axioms HessianZeroModes.invariant_iff_doesNoWork
#print axioms HessianZeroModes.hat_zero_mode_iff
```

```
'HessianZeroModes.zero_mode_of_stationary' depends on axioms: [propext, Classical.choice, Quot.sound]
'HessianZeroModes.translation_zero_mode' depends on axioms: [propext, Classical.choice, Quot.sound]
'HessianZeroModes.invariant_iff_doesNoWork' depends on axioms: [propext, Classical.choice, Quot.sound]
'HessianZeroModes.hat_zero_mode_iff' depends on axioms: [propext, Classical.choice, Quot.sound]
```
